# Every momentum transfer is elastic at two or more momenta of a continuous periodic band

Let $E$ be a continuous real function of one real variable with $E(k+2\pi)=E(k)$. For every real $q$ there are at least two distinct momenta $k$ in $[0,2\pi)$ with
$$E(k+q)=E(k).$$
For a continuous band of a crystal of any dimension, periodic in the reciprocal lattice, at least one such momentum exists for every $q$. Continuity alone is not enough: the function $E(k)=k$ has no solution for any $q\neq 0$.

## Scattering within one band

An electron in a Bloch state of crystal momentum $k$ is scattered to $k+q$ within the same band. If the scatterer is static, as a fixed impurity is, the electron's energy must be the same before and after, and the transition is called elastic. The question is whether a given $q$ admits any elastic transition at all.

Two properties of the band are assumed. Periodicity expresses that $k$ and $k+2\pi$ label the same Bloch state, with the lattice constant set to 1. Continuity says that the energy has no jumps as $k$ varies, as for the bands of a hopping model of finite range, sorted by energy.

For a single band of non-interacting electrons, the result says that energy conservation by itself forbids no momentum transfer. It gives no scattering rate, which also depends on matrix elements and occupations, and it does not let us prescribe the initial energy: $k$ is chosen to suit $q$.

## The statements in Lean

`ElasticAt E q k` is the equation $E(k+q)=E(k)$. It is defined for any momentum type with an addition, so the same definition serves in one and in several dimensions.

The main theorem is `two_elastic_transitions`. The dispersion is `E : ℝ → ℝ`, and `Function.Periodic E (2 * π)` says that $E(k+2\pi)=E(k)$ for all $k$; a shorter period is allowed. The zone $[0,2\pi)$ is `Ico 0 (2 * π)`. It contains one representative of each crystal momentum, so `k₁ ≠ k₂` means that the two solutions are physically different.

In `exists_elastic_crystal` a momentum is a vector `Fin d → ℝ` with components $k_i=\mathbf k\cdot\mathbf a_i$, where the $\mathbf a_i$ are the primitive lattice vectors. In these coordinates every reciprocal-lattice vector is $2\pi$ times an integer vector, whatever the shape of the lattice. The conclusion is one elastic momentum, not two. For $d=0$ there is a single momentum and the claim is trivial.

`elastic_of_inversion` names two solutions, $-q/2$ and $\pi-q/2$, when $E(-k)=E(k)$. This symmetry follows from spatial inversion, or from time reversal for spinless electrons. Continuity is not needed there.

Momentum is a continuous variable throughout, so the theorems do not carry over to a finite $k$ mesh in a simulation. With the two mesh points $0$ and $\pi$, the band $-\cos k$ has no elastic transition on the mesh for $q=\pi$; the solutions $\pi/2$ and $3\pi/2$ lie between the points.

## One solution from the band edges

Define the energy transfer
$$g(k)=E(k+q)-E(k).$$
Any $k$ can be folded into the zone by subtracting $2\pi\lfloor k/2\pi\rfloor$, which leaves $E$ unchanged. On the compact interval $[0,2\pi]$ the continuous function $E$ has a highest point $a$ and a lowest point $b$. By folding, these are extrema over all momenta. Hence
$$g(a)=E(a+q)-E(a)\le 0,\qquad g(b)=E(b+q)-E(b)\ge 0.$$
Since $g$ is continuous, it vanishes somewhere.

In $d$ dimensions each component is folded separately, the interval becomes the box $[0,2\pi]^d$, and the intermediate value theorem applies because $\mathbb R^d$ is connected.

## Two solutions in one dimension

If $E(a)=E(b)$, the band is flat and every momentum is elastic; $0$ and $\pi$ will do. Let $E(a)\ne E(b)$ from here on.

**The energy transfer takes both signs.** Since $g$ is also periodic, there are $u,v\in[0,2\pi)$ with $g(u)<0<g(v)$. Suppose $u<v$. Then $g$ has a zero $x$ with $u<x<v$. Because $g(u+2\pi)=g(u)<0$, it has another zero $y$ with $v<y<u+2\pi$. If $y<2\pi$, both zeros lie in the zone and $x<y$. Otherwise $y-2\pi$ is a zero with $0\le y-2\pi<u<x$. If $v<u$, the same argument applies to $-g$ with $u$ and $v$ exchanged.

**The energy transfer is never positive.** Then $E(k+q)\le E(k)$ for all $k$. At $k=b$ this gives $E(b+q)\le E(b)$, and since $E(b)$ is the minimum, equality holds. At $k=a-q$ it gives $E(a)\le E(a-q)$, and since $E(a)$ is the maximum, equality holds again. So $b$ and $a-q$ are elastic, with energies $E(b)$ and $E(a)$.

**The energy transfer is never negative.** In the same way, $E(a)\le E(a+q)$ makes $a$ elastic, and $E(b-q)\le E(b)$ makes $b-q$ elastic.

In the last two cases the solutions may lie outside the zone. Folding preserves both $E(k)$ and $E(k+q)$, so the folded momenta are still elastic. They still have the different energies $E(a)$ and $E(b)$, so they are distinct. In fact every momentum is elastic in these two cases: the integral of $g$ over one period is zero, so a continuous $g$ that never changes sign must vanish everywhere. The proof here does not need this and avoids integration.

## Explicit solutions and the limit of small transfer

For a band with $E(-k)=E(k)$,
$$E(-q/2+q)=E(q/2)=E(-q/2),$$
$$E(\pi-q/2+q)=E(\pi+q/2)=E(-\pi+q/2)=E(\pi-q/2).$$
The second line uses periodicity and then the symmetry.

The nearest-neighbour chain $E(k)=-2t\cos k$ with $t>0$ shows what happens as $q\to0$. Here
$$g(k)=4t\,\sin(q/2)\,\sin(k+q/2),$$
so for $q$ not a multiple of $2\pi$ the solutions are exactly $-q/2$ and $\pi-q/2$, up to multiples of $2\pi$. A general lower bound above two is therefore impossible. As $q\to0$ the solutions move to the band bottom at $0$ and the band top at $\pi$; at $q=0$ itself every momentum is elastic. This calculation for the chain is an illustration and is not contained in the file.

## The Lean file

```lean
import Mathlib

open Real Set

namespace ElasticTransitions

/-- A transition from momentum `k` to `k + q` is elastic if it leaves the band energy unchanged. -/
def ElasticAt {V : Type*} [Add V] (E : V → ℝ) (q k : V) : Prop :=
  E (k + q) = E k

/-- On a connected momentum space with continuous addition, a continuous dispersion that attains its
highest and lowest energies has an elastic transition at every momentum transfer. -/
theorem elastic_of_extrema {V : Type*} [TopologicalSpace V] [Add V] [ContinuousAdd V]
    [PreconnectedSpace V] {E : V → ℝ} (hE : Continuous E) {a b : V}
    (ha : ∀ k, E k ≤ E a) (hb : ∀ k, E b ≤ E k) (q : V) : ∃ k, ElasticAt E q k := by
  have hg : Continuous (fun k => E (k + q) - E k) :=
    (hE.comp (continuous_id.add continuous_const)).sub hE
  -- the energy transfer is nonpositive at the band top and nonnegative at the band bottom
  have h0 : (0 : ℝ) ∈ range (fun k => E (k + q) - E k) :=
    mem_range_of_exists_le_of_exists_ge hg
      ⟨a, sub_nonpos.2 (ha _)⟩ ⟨b, sub_nonneg.2 (hb _)⟩
  obtain ⟨k, hk⟩ := h0
  exact ⟨k, sub_eq_zero.1 hk⟩

/-- In a crystal of any dimension, with momenta in reciprocal-lattice coordinates, a continuous
periodic dispersion has an elastic transition at every momentum transfer. -/
theorem exists_elastic_crystal {d : ℕ} {E : (Fin d → ℝ) → ℝ} (hE : Continuous E)
    (hP : ∀ (k : Fin d → ℝ) (n : Fin d → ℤ), E (k + fun i => 2 * π * (n i : ℝ)) = E k)
    (q : Fin d → ℝ) : ∃ k, ElasticAt E q k := by
  have hpi : (0 : ℝ) < 2 * π := by positivity
  -- every momentum folds back into a compact cell
  have fold : ∀ k, ∃ k' ∈ Icc (0 : Fin d → ℝ) (fun _ => 2 * π), E k' = E k := by
    intro k
    refine ⟨k + fun i => 2 * π * ((-⌊k i / (2 * π)⌋ : ℤ) : ℝ), ⟨fun i => ?_, fun i => ?_⟩,
      hP k (fun i => -⌊k i / (2 * π)⌋)⟩
    · have h := (le_div_iff₀ hpi).1 (Int.floor_le (k i / (2 * π)))
      simp only [Pi.zero_apply, Pi.add_apply]
      push_cast
      linarith
    · have h := (div_lt_iff₀ hpi).1 (Int.lt_floor_add_one (k i / (2 * π)))
      simp only [Pi.add_apply]
      push_cast
      linarith
  have hne : (Icc (0 : Fin d → ℝ) (fun _ => 2 * π)).Nonempty :=
    ⟨0, le_refl _, fun _ => hpi.le⟩
  obtain ⟨a, -, ha⟩ := isCompact_Icc.exists_isMaxOn hne hE.continuousOn
  obtain ⟨b, -, hb⟩ := isCompact_Icc.exists_isMinOn hne hE.continuousOn
  refine elastic_of_extrema hE (a := a) (b := b) (fun k => ?_) (fun k => ?_) q
  · obtain ⟨k', hk', h⟩ := fold k
    rw [← h]
    exact ha hk'
  · obtain ⟨k', hk', h⟩ := fold k
    rw [← h]
    exact hb hk'

/-- A continuous `2π`-periodic function that is negative at one point of the zone and positive at
a later one vanishes at two distinct points of the zone. -/
theorem two_zeros_of_sign_change {g : ℝ → ℝ} (hg : Continuous g)
    (hP : Function.Periodic g (2 * π)) {u v : ℝ} (hu : 0 ≤ u) (huv : u < v) (hv : v < 2 * π)
    (gu : g u < 0) (gv : 0 < g v) :
    ∃ k₁ ∈ Ico 0 (2 * π), ∃ k₂ ∈ Ico 0 (2 * π), k₁ ≠ k₂ ∧ g k₁ = 0 ∧ g k₂ = 0 := by
  obtain ⟨x, hx, gx⟩ := intermediate_value_Ioo huv.le hg.continuousOn ⟨gu, gv⟩
  have gu' : g (u + 2 * π) < 0 := by rw [hP u]; exact gu
  have hvu : v ≤ u + 2 * π := by linarith
  obtain ⟨y, hy, gy⟩ := intermediate_value_Ioo' hvu hg.continuousOn ⟨gu', gv⟩
  have hx1 := hx.1
  have hx2 := hx.2
  have hy1 := hy.1
  have hy2 := hy.2
  refine ⟨x, ⟨by linarith, by linarith⟩, ?_⟩
  -- the second zero may have to be folded back by one period
  by_cases h : y < 2 * π
  · exact ⟨y, ⟨by linarith, h⟩, by linarith [hx2] |> fun (h' : x < y) => h'.ne, gx, gy⟩
  · have h' : 2 * π ≤ y := not_lt.1 h
    have hlt : y - 2 * π < x := by linarith
    refine ⟨y - 2 * π, ⟨by linarith, by linarith⟩, hlt.ne', gx, ?_⟩
    rw [hP.sub_eq y]
    exact gy

/-- For a continuous `2π`-periodic dispersion, every momentum transfer is elastic at two or more
distinct momenta of the zone `[0, 2π)`. -/
theorem two_elastic_transitions {E : ℝ → ℝ} (hE : Continuous E)
    (hP : Function.Periodic E (2 * π)) (q : ℝ) :
    ∃ k₁ ∈ Ico 0 (2 * π), ∃ k₂ ∈ Ico 0 (2 * π),
      k₁ ≠ k₂ ∧ ElasticAt E q k₁ ∧ ElasticAt E q k₂ := by
  have hpi : (0 : ℝ) < 2 * π := by positivity
  have hPq : ∀ k, E (k + 2 * π + q) = E (k + q) := fun k => by
    rw [add_right_comm]
    exact hP _
  -- folding into the zone preserves both the initial and the final energy
  have fold : ∀ k, ∃ k' ∈ Ico 0 (2 * π), E k' = E k ∧ E (k' + q) = E (k + q) := by
    intro k
    have hpair : Function.Periodic (fun k => (E k, E (k + q))) (2 * π) :=
      fun k => Prod.ext (hP k) (hPq k)
    obtain ⟨k', hk', h⟩ := hpair.exists_mem_Ico₀ hpi k
    exact ⟨k', hk', (congrArg Prod.fst h).symm, (congrArg Prod.snd h).symm⟩
  have pair : ∀ x y, E x ≠ E y → ElasticAt E q x → ElasticAt E q y →
      ∃ k₁ ∈ Ico 0 (2 * π), ∃ k₂ ∈ Ico 0 (2 * π),
        k₁ ≠ k₂ ∧ ElasticAt E q k₁ ∧ ElasticAt E q k₂ := by
    intro x y hxy hx hy
    obtain ⟨x', hx', ex, fx⟩ := fold x
    obtain ⟨y', hy', ey, fy⟩ := fold y
    refine ⟨x', hx', y', hy', fun h => hxy ?_, fx.trans (hx.trans ex.symm),
      fy.trans (hy.trans ey.symm)⟩
    rw [← ex, ← ey, h]
  have hne : (Icc (0 : ℝ) (2 * π)).Nonempty := ⟨0, le_refl _, hpi.le⟩
  obtain ⟨a, -, ha'⟩ := isCompact_Icc.exists_isMaxOn hne hE.continuousOn
  obtain ⟨b, -, hb'⟩ := isCompact_Icc.exists_isMinOn hne hE.continuousOn
  have ha : ∀ k, E k ≤ E a := fun k => by
    obtain ⟨k', hk', h, -⟩ := fold k
    rw [← h]
    exact ha' (Ico_subset_Icc_self hk')
  have hb : ∀ k, E b ≤ E k := fun k => by
    obtain ⟨k', hk', h, -⟩ := fold k
    rw [← h]
    exact hb' (Ico_subset_Icc_self hk')
  by_cases hflat : E a = E b
  · -- a flat band: every transition is elastic
    have hc : ∀ k, E k = E b := fun k => le_antisymm (hflat ▸ ha k) (hb k)
    exact ⟨0, ⟨le_refl _, hpi⟩, π, ⟨pi_pos.le, by linarith [pi_pos]⟩, pi_pos.ne,
      (hc _).trans (hc _).symm, (hc _).trans (hc _).symm⟩
  by_cases hneg : ∃ u, E (u + q) < E u
  · by_cases hpos : ∃ v, E v < E (v + q)
    · -- both signs of the energy transfer occur: one zero on each arc
      obtain ⟨u₀, hu₀⟩ := hneg
      obtain ⟨v₀, hv₀⟩ := hpos
      obtain ⟨u, hu, eu, fu⟩ := fold u₀
      obtain ⟨v, hv, ev, fv⟩ := fold v₀
      rw [← eu, ← fu] at hu₀
      rw [← ev, ← fv] at hv₀
      have hs : Continuous (fun k => E (k + q)) :=
        hE.comp (continuous_id.add continuous_const)
      rcases lt_trichotomy u v with h | h | h
      · obtain ⟨x, hx, y, hy, hxy, gx, gy⟩ :=
          two_zeros_of_sign_change (g := fun k => E (k + q) - E k) (hs.sub hE)
            (fun k => by simp only [hPq k, hP k]) hu.1 h hv.2
            (sub_neg.2 hu₀) (sub_pos.2 hv₀)
        exact ⟨x, hx, y, hy, hxy, sub_eq_zero.1 gx, sub_eq_zero.1 gy⟩
      · rw [h] at hu₀
        exact absurd hu₀ (not_lt_of_ge hv₀.le)
      · obtain ⟨x, hx, y, hy, hxy, gx, gy⟩ :=
          two_zeros_of_sign_change (g := fun k => E k - E (k + q)) (hE.sub hs)
            (fun k => by simp only [hPq k, hP k]) hv.1 h hu.2
            (sub_neg.2 hv₀) (sub_pos.2 hu₀)
        exact ⟨x, hx, y, hy, hxy, (sub_eq_zero.1 gx).symm, (sub_eq_zero.1 gy).symm⟩
    · -- no transition gains energy: use the band bottom and the preimage of the top
      have hle : ∀ k, E (k + q) ≤ E k := fun k => not_lt.1 fun h => hpos ⟨k, h⟩
      have h1 := hle (a - q)
      rw [sub_add_cancel] at h1
      have h2 : E (a - q) = E a := le_antisymm (ha _) h1
      refine pair (a - q) b (by rw [h2]; exact hflat) ?_ (le_antisymm (hle b) (hb _))
      unfold ElasticAt
      rw [sub_add_cancel, h2]
  · -- no transition loses energy: use the band top and the preimage of the bottom
    have hle : ∀ k, E k ≤ E (k + q) := fun k => not_lt.1 fun h => hneg ⟨k, h⟩
    have h1 := hle (b - q)
    rw [sub_add_cancel] at h1
    have h2 : E (b - q) = E b := le_antisymm h1 (hb _)
    refine pair a (b - q) (by rw [h2]; exact hflat) (le_antisymm (ha _) (hle a)) ?_
    unfold ElasticAt
    rw [sub_add_cancel, h2]

/-- For a `2π`-periodic band with `E(-k) = E(k)`, the momenta `-q/2` and `π - q/2` are elastic
for the momentum transfer `q`. -/
theorem elastic_of_inversion {E : ℝ → ℝ} (hP : Function.Periodic E (2 * π))
    (hI : ∀ k, E (-k) = E k) (q : ℝ) :
    ElasticAt E q (-q / 2) ∧ ElasticAt E q (π - q / 2) := by
  unfold ElasticAt
  constructor
  · rw [← hI (-q / 2)]
    congr 1
    ring
  · rw [← hI (π - q / 2), ← hP (-(π - q / 2))]
    congr 1
    ring

/-- The dispersion `E(k) = k` is continuous, yet it has no elastic transition at any nonzero
momentum transfer. -/
theorem linear_dispersion_no_elastic :
    Continuous (fun k : ℝ => k) ∧
      ∀ q : ℝ, q ≠ 0 → ¬ ∃ k, ElasticAt (fun k : ℝ => k) q k := by
  refine ⟨continuous_id, ?_⟩
  rintro q hq ⟨k, hk⟩
  have h : k + q = k := hk
  exact hq (by linarith)

end ElasticTransitions
```

```lean
#print axioms ElasticTransitions.exists_elastic_crystal
-- 'ElasticTransitions.exists_elastic_crystal' depends on axioms: [propext, Classical.choice, Quot.sound]
#print axioms ElasticTransitions.two_elastic_transitions
-- 'ElasticTransitions.two_elastic_transitions' depends on axioms: [propext, Classical.choice, Quot.sound]
#print axioms ElasticTransitions.elastic_of_inversion
-- 'ElasticTransitions.elastic_of_inversion' depends on axioms: [propext, Classical.choice, Quot.sound]
#print axioms ElasticTransitions.linear_dispersion_no_elastic
-- 'ElasticTransitions.linear_dispersion_no_elastic' depends on axioms: [propext, Classical.choice, Quot.sound]
```

## How the proof follows the derivation

`elastic_of_extrema` is the band-edge argument in its general form. It assumes a connected momentum space with continuous addition, and points `a` and `b` where the energy is highest and lowest. The function in `hg` is $g$, and `mem_range_of_exists_le_of_exists_ge` is the intermediate value theorem: a continuous function with a value at most 0 and a value at least 0 has 0 in its range.

`exists_elastic_crystal` supplies the extrema. Its step `fold` subtracts $2\pi\lfloor k_i/2\pi\rfloor$ from each component, and the two bounds on the floor function place the result in the box. Compactness of the box gives `a` and `b`, and `fold` extends their inequalities to all momenta.

`two_zeros_of_sign_change` treats the case $u<v$ for any continuous periodic function $g$. The first use of the intermediate value theorem gives $x$ between $u$ and $v$; the second, in its version for a function whose value at the right endpoint is below that at the left, gives $y$ between $v$ and $u+2\pi$. The split on `y < 2 * π` decides whether $y$ must be moved back by one period.

`two_elastic_transitions` puts the cases together. Its `fold` is applied to the pair $(E(k),E(k+q))$, because the initial and the final energy must survive the same shift. The step `pair` turns two elastic momenta of different energy into two distinct ones in the zone: if the folded momenta coincided, their energies would too. After the extrema are found, `hflat` separates the flat band, and the splits on `hneg` and `hpos` separate the signs of $g$. When both signs occur, `lt_trichotomy` orders $u$ and $v$. The case $u=v$ is contradictory, and the case $v<u$ uses the preceding lemma with $E(k)-E(k+q)$ in place of $g$. In the one-signed cases, `le_antisymm` combines the sign condition with the extremal property to give the equalities derived above.

In `elastic_of_inversion`, the symmetry and, for the second momentum, the period are rewritten into the goal, and `ring` checks that the arguments of $E$ agree. In `linear_dispersion_no_elastic`, an elastic transition would mean $k+q=k$, hence $q=0$.

## Momentum as a point on a circle

Crystal momentum could also have been modelled as an element of `AddCircle (2 * π)`, the real line with points $2\pi$ apart identified. Periodicity would then be part of the type and not a hypothesis. The circle is compact and connected, so a continuous band on it has its extrema at once, and `elastic_of_extrema` would give one solution without any folding. The price is that $E(k)=k$ does not define a function on the circle, so the example showing the role of periodicity could not be expressed in the same setting. With real momenta, the theorem and the example concern the same kind of object.
